# With coordination z = c tᵐ, the Tersoff bond order switches on with zero slope exactly when mn > 1

Let a third atom drift into range of an otherwise isolated bond in a Tersoff potential. The attraction in that bond is multiplied by a bond order $b$, which starts at 1 and falls as the atom's contribution grows. If $b$ falls with infinite slope at the moment of entry, the force on the atoms diverges there. If the slope is finite but nonzero, the force jumps. A molecular dynamics integrator with a finite time step handles neither well, and energy conservation suffers.

The bond order is

$$b(z) = \bigl(1+(\beta z)^n\bigr)^{-1/(2n)} .$$

Here $z \ge 0$ is the angular coordination, the summed and weighted presence of third atoms around the bond. The fitted parameter $\beta > 0$ sets how much coordination is needed to weaken the bond, and $n > 0$ sets the shape of the weakening. For $n<1$ the slope of $b$ at $z = 0$ is infinite, so the cutoff that switches $z$ on has to compensate. Let $t$ measure how far the atom has moved inside the cutoff radius, and let $z = c\,t^m$. The exponent $m>0$ says how gently the cutoff opens, and $c>0$ collects the remaining weights, held constant. For this one-variable power-law onset from $z=0$, the compensation works exactly when $mn>1$, which gives a simple check on a cutoff of this form before it is used in a simulation.

## The bond order as a Lean function

```lean
import Mathlib

open Filter Topology

namespace TersoffBondOrderOnset

noncomputable section
```

The first line loads Mathlib, the mathematical library for Lean. Opening `Filter` and `Topology` gives access to the notation for limits.

```lean
/-- The Tersoff bond order as a function of the angular coordination `z`,
for `n > 0` and `β z ≥ 0`. -/
def bondOrder (β n z : ℝ) : ℝ := (1 + (β * z) ^ n) ^ (-1 / (2 * n))
```

`bondOrder β n z` is $b(z)$, with all three arguments real numbers and `^` the real power. The definition itself places no restriction on its arguments. The positivity conditions appear as hypotheses of the theorems, under names such as `hβ : 0 < β`.

## The power law inserted

```lean
/-- The bond order when the coordination switches on as the power law `z = c t ^ m`. -/
theorem bondOrder_power {β n c m t : ℝ} (hβ : 0 < β) (hc : 0 < c) (ht : 0 ≤ t) :
    bondOrder β n (c * t ^ m) =
      (1 + (β * c) ^ n * t ^ (m * n)) ^ (-1 / (2 * n)) := by
  unfold bondOrder
  rw [← mul_assoc, Real.mul_rpow (by positivity) (by positivity), ← Real.rpow_mul ht]
```

For $t \ge 0$ this says

$$b(c\,t^m) = \bigl(1+(\beta c)^n\, t^{mn}\bigr)^{-1/(2n)} .$$

By hand, $(\beta c\,t^m)^n = (\beta c)^n (t^m)^n = (\beta c)^n t^{mn}$. The proof does the same: it unfolds the definition, regroups the product, splits the power with `Real.mul_rpow`, and merges the two exponents with `Real.rpow_mul`. These rules for real powers need nonnegative bases, which is where $\beta, c > 0$ and $t \ge 0$ enter.

The formula already shows that the power of $t$ inside the bracket is set by the product $mn$. Write $K = (\beta c)^n$ from here on.

## The slope inside the cutoff

```lean
/-- The slope of the bond order in the onset variable `t > 0`, when `z = c t ^ m`. -/
theorem hasDerivAt_bondOrder_power {β n c m t : ℝ} (hβ : 0 < β) (hn : 0 < n)
    (hc : 0 < c) (ht : 0 < t) :
    HasDerivAt (fun s => bondOrder β n (c * s ^ m))
      (-(m / 2) * (β * c) ^ n * t ^ (m * n - 1) *
        (1 + (β * c) ^ n * t ^ (m * n)) ^ (-1 / (2 * n) - 1)) t := by
  have h1 : HasDerivAt (fun s : ℝ => 1 + (β * c) ^ n * s ^ (m * n))
      ((β * c) ^ n * ((m * n) * t ^ (m * n - 1))) t :=
    ((Real.hasDerivAt_rpow_const (Or.inl ht.ne')).const_mul _).const_add 1
  have hpos : 0 < 1 + (β * c) ^ n * t ^ (m * n) := by positivity
  have h2 : HasDerivAt
      (fun s : ℝ => (1 + (β * c) ^ n * s ^ (m * n)) ^ (-1 / (2 * n)))
      ((β * c) ^ n * ((m * n) * t ^ (m * n - 1)) * (-1 / (2 * n)) *
        (1 + (β * c) ^ n * t ^ (m * n)) ^ (-1 / (2 * n) - 1)) t :=
    h1.rpow_const (Or.inl hpos.ne')
  -- the two expressions for the bond order agree near `t`
  have h3 := h2.congr_of_eventuallyEq
    (f₁ := fun s => bondOrder β n (c * s ^ m)) (by
      filter_upwards [Ioi_mem_nhds ht] with s hs
      exact bondOrder_power hβ hc (Set.mem_Ioi.mp hs).le)
  have key : m * n * (-1 / (2 * n)) = -(m / 2) := by field_simp
  refine h3.congr_deriv ?_
  linear_combination ((β * c) ^ n * t ^ (m * n - 1) *
    (1 + (β * c) ^ n * t ^ (m * n)) ^ (-1 / (2 * n) - 1)) * key
```

`HasDerivAt f d t` means that $f$ is differentiable at $t$ with derivative $d$. The theorem therefore states, for $t>0$,

$$\frac{d}{dt}\, b(c\,t^m) = -\frac m2\, K\, t^{mn-1}\bigl(1+K t^{mn}\bigr)^{-1/(2n)-1} .$$

By hand this is the chain rule. The inner function $1+K t^{mn}$ has derivative $K\,mn\,t^{mn-1}$, which is `h1`. The outer power brings down $-1/(2n)$ and lowers the exponent by one, which is `h2`. The constants combine to

$$mn\cdot\Bigl(-\frac{1}{2n}\Bigr) = -\frac m2 ,$$

which is `key`. Between these, `h3` transfers the derivative from the rewritten formula to the bond order itself, since the two agree at all positive points near $t$. The final `linear_combination` uses `key` to match the two forms of the answer.

## Two limits at the onset

```lean
/-- A positive power of `t` tends to zero as `t` decreases to zero. -/
theorem tendsto_power_zero {p : ℝ} (hp : 0 < p) :
    Tendsto (fun t : ℝ => t ^ p) (𝓝[>] 0) (𝓝 0) := by
  have h : Tendsto (fun t : ℝ => t ^ p) (𝓝[>] 0) (𝓝 ((0 : ℝ) ^ p)) :=
    (Real.continuousAt_rpow_const 0 p (Or.inr hp.le)).tendsto.mono_left
      nhdsWithin_le_nhds
  rwa [Real.zero_rpow hp.ne'] at h
```

`Tendsto f (𝓝[>] 0) (𝓝 L)` reads: $f(t) \to L$ as $t$ decreases to 0 through positive values. The lemma says that $t^p \to 0$ for $p>0$. The power function is continuous at 0, so the limit is its value there, $0^p = 0$.

```lean
/-- Any fixed power `q` of `1 + K t ^ p`, with `p > 0`, tends to one at the onset. -/
theorem tendsto_factor_one (K q : ℝ) {p : ℝ} (hp : 0 < p) :
    Tendsto (fun t : ℝ => (1 + K * t ^ p) ^ q) (𝓝[>] 0) (𝓝 1) := by
  have h := ((tendsto_power_zero hp).const_mul K).const_add 1
  rw [mul_zero, add_zero] at h
  have h' := h.rpow_const (p := q) (Or.inl one_ne_zero)
  rwa [Real.one_rpow] at h'
```

For any real $K$ and $q$, and for $p>0$, we have $(1+K t^p)^q \to 1$. The bracket tends to $1 + K\cdot 0 = 1$, and raising to a fixed power is continuous at 1. With $p = mn$ and $q = -1/(2n)-1$, this disposes of the last factor in the slope. What remains is $-\tfrac m2 K\, t^{mn-1}$, so the power $t^{mn-1}$ decides whether the slope tends to zero, tends to a finite nonzero value or diverges.

```lean
/-- If the power `t ^ (m n - 1)` has a limit `L` at the onset, then the slope of the
bond order tends to `-(m / 2) (β c) ^ n L`. -/
theorem tendsto_slope_of_power {β n c m L : ℝ} (hβ : 0 < β) (hn : 0 < n)
    (hc : 0 < c) (hm : 0 < m)
    (hL : Tendsto (fun t : ℝ => t ^ (m * n - 1)) (𝓝[>] 0) (𝓝 L)) :
    Tendsto (deriv fun t => bondOrder β n (c * t ^ m)) (𝓝[>] 0)
      (𝓝 (-(m / 2) * (β * c) ^ n * L)) := by
  have h := (hL.const_mul (-(m / 2) * (β * c) ^ n)).mul
    (tendsto_factor_one ((β * c) ^ n) (-1 / (2 * n) - 1) (mul_pos hm hn))
  rw [mul_one] at h
  refine h.congr' ?_
  filter_upwards [self_mem_nhdsWithin] with t ht
  exact (hasDerivAt_bondOrder_power hβ hn hc ht).deriv.symm
```

This theorem makes that remark precise for finite limits: if $t^{mn-1}\to L$, then the slope tends to $-\tfrac m2 K L$. The proof multiplies the two limits, then uses `congr'` to replace the explicit formula by the derivative, since they are equal for all $t>0$.

The slope is now written `deriv`, Lean's derivative as a function. Lean gives `deriv` the value 0 wherever a function is not differentiable, but the formula above guarantees a genuine derivative at every $t>0$, so the limits concern real slopes.

## Infinite slope when the cutoff opens too abruptly

```lean
/-- For `m n < 1` the slope of the bond order diverges to minus infinity at the onset. -/
theorem tendsto_slope_atBot {β n c m : ℝ} (hβ : 0 < β) (hn : 0 < n)
    (hc : 0 < c) (hm : 0 < m) (hmn : m * n < 1) :
    Tendsto (deriv fun t => bondOrder β n (c * t ^ m)) (𝓝[>] 0) atBot := by
  -- the negative power of `t` diverges
  have hpow : Tendsto (fun t : ℝ => t ^ (m * n - 1)) (𝓝[>] 0) atTop := by
    refine ((tendsto_rpow_atTop (sub_pos.mpr hmn)).comp
      tendsto_inv_nhdsGT_zero).congr' ?_
    filter_upwards [self_mem_nhdsWithin] with t ht
    have ht' : 0 ≤ t := (Set.mem_Ioi.mp ht).le
    show (t⁻¹) ^ (1 - m * n) = t ^ (m * n - 1)
    rw [Real.inv_rpow ht', ← Real.rpow_neg ht', neg_sub]
  have hA : -(m / 2) * (β * c) ^ n < 0 :=
    mul_neg_of_neg_of_pos (by linarith) (by positivity)
  have h := (hpow.const_mul_atTop_of_neg hA).atBot_mul_pos one_pos
    (tendsto_factor_one ((β * c) ^ n) (-1 / (2 * n) - 1) (mul_pos hm hn))
  refine h.congr' ?_
  filter_upwards [self_mem_nhdsWithin] with t ht
  exact (hasDerivAt_bondOrder_power hβ hn hc ht).deriv.symm
```

The symbol `atBot` stands for $-\infty$ and `atTop` for $+\infty$. The claim is that the slope tends to $-\infty$ when $mn<1$. By hand, the exponent $mn-1$ is negative, so

$$t^{mn-1} = \Bigl(\frac1t\Bigr)^{1-mn} \to +\infty .$$

Multiplying by the negative constant $-\tfrac m2 K$ turns this into $-\infty$, and the remaining factor, which tends to 1, doesn't change it. In the proof, `hpow` is the divergence of the power, `hA` is the sign of the constant, and `atBot_mul_pos` multiplies by the factor with a positive limit.

```lean
/-- For `0 < n < 1` the derivative of the Tersoff bond order with respect to the
coordination `z` tends to minus infinity as `z` decreases to zero. -/
theorem deriv_bondOrder_tendsto_atBot {β n : ℝ} (hβ : 0 < β) (hn : 0 < n)
    (hn1 : n < 1) : Tendsto (deriv (bondOrder β n)) (𝓝[>] 0) atBot := by
  have h := tendsto_slope_atBot (c := 1) (m := 1) hβ hn one_pos one_pos
    (by rwa [one_mul])
  simpa only [one_mul, Real.rpow_one] using h
```

Here is the singularity of the bare bond order. Choosing $c=m=1$ makes $z=t$, and the slope formula becomes

$$b'(z) = -\tfrac12\,\beta^n z^{n-1}\bigl(1+(\beta z)^n\bigr)^{-1/(2n)-1} .$$

For $0<n<1$ the factor $z^{n-1}$ diverges as $z$ decreases to 0, so $b'(z)\to-\infty$. The Lean proof is the same substitution into the previous theorem, followed by simplification of $1\cdot t^1$ to $t$.

## The exact condition for zero slope

```lean
/-- When the coordination switches on as `z = c t ^ m`, the slope of the bond order in `t`
tends to zero at the onset exactly when `m n > 1`. -/
theorem slope_tendsto_zero_iff {β n c m : ℝ} (hβ : 0 < β) (hn : 0 < n)
    (hc : 0 < c) (hm : 0 < m) :
    Tendsto (deriv fun t => bondOrder β n (c * t ^ m)) (𝓝[>] 0) (𝓝 0) ↔
      1 < m * n := by
  constructor
  · intro h
    by_contra hle
    rcases lt_or_eq_of_le (not_lt.mp hle) with hlt | heq
    · exact not_tendsto_nhds_of_tendsto_atBot
        (tendsto_slope_atBot hβ hn hc hm hlt) 0 h
    · -- in the marginal case the limit is finite but nonzero
      have hpow : Tendsto (fun t : ℝ => t ^ (m * n - 1)) (𝓝[>] 0) (𝓝 1) := by
        rw [show m * n - 1 = 0 by linarith]
        simp only [Real.rpow_zero]
        exact tendsto_const_nhds
      have hu := tendsto_nhds_unique h (tendsto_slope_of_power hβ hn hc hm hpow)
      have hpos : 0 < m / 2 * (β * c) ^ n := by positivity
      linarith
  · intro hmn
    have h := tendsto_slope_of_power hβ hn hc hm
      (tendsto_power_zero (sub_pos.mpr hmn))
    rwa [mul_zero] at h
```

The symbol `↔` means "if and only if". For positive $\beta, n, c, m$, the slope of $b(c\,t^m)$ tends to 0 at the onset exactly when $mn>1$. No upper bound on $n$ is assumed. By hand there are three cases:

- If $mn>1$, then $t^{mn-1}\to0$ and the slope tends to 0.
- If $mn=1$, then $t^{mn-1}=1$ for all $t>0$ and the slope tends to $-\tfrac m2(\beta c)^n$, which is not zero.
- If $mn<1$, the slope tends to $-\infty$.

`constructor` splits the equivalence into its two directions. For the first, the proof assumes that the slope tends to 0 while $mn\le1$, and separates $mn<1$ from $mn=1$. A function cannot tend to both 0 and $-\infty$, which excludes the former. In the latter case uniqueness of limits would force $0=-\tfrac m2(\beta c)^n$, contradicting positivity. The second direction is the first case of the list, with $L=0$ in `tendsto_slope_of_power`.

The marginal case $mn=1$ is the limiting one: the divergence has gone, but a finite jump in the slope remains. A coordination that opens quadratically, $m=2$, therefore needs $n>\tfrac12$, and at $n=\tfrac12$ it leaves just such a jump.

Numbers make the three regimes visible. Take $\beta=c=1$ and $n=\tfrac12$, so that $b(z)=1/(1+\sqrt z)$.

| $m$ | $mn$ | $b(t^m)$ for $t\ge0$ | slope at $t=0.01$ | slope at $t=0.0001$ |
|---|---|---|---|---|
| 1 | 1/2 | $1/(1+\sqrt t)$ | −4.13 | −49.0 |
| 2 | 1 | $1/(1+t)$ | −0.980 | −0.9998 |
| 4 | 2 | $1/(1+t^2)$ | −0.0200 | −0.00020 |

For example, the first row has slope $-1/\bigl(2\sqrt t\,(1+\sqrt t)^2\bigr)$, which at $t=0.01$ is $-1/(0.2\cdot1.21)\approx-4.13$. Moving closer to the onset makes the first slope grow without bound, brings the second towards $-1$, and sends the third to zero.

## The derivative at the cutoff itself

```lean
/-- For `m n > 1` the bond order has a right-hand derivative at the onset `t = 0` itself,
and it is zero. -/
theorem hasDerivWithinAt_onset {β n c m : ℝ} (hβ : 0 < β) (hn : 0 < n)
    (hc : 0 < c) (hm : 0 < m) (hmn : 1 < m * n) :
    HasDerivWithinAt (fun t => bondOrder β n (c * t ^ m)) 0 (Set.Ici 0) 0 := by
  have h0 : bondOrder β n (c * (0 : ℝ) ^ m) = 1 := by
    rw [bondOrder_power hβ hc le_rfl, Real.zero_rpow (mul_pos hm hn).ne',
      mul_zero, add_zero, Real.one_rpow]
  have hcont : Tendsto (fun t => bondOrder β n (c * t ^ m)) (𝓝[>] 0)
      (𝓝 (bondOrder β n (c * (0 : ℝ) ^ m))) := by
    rw [h0]
    refine (tendsto_factor_one ((β * c) ^ n) (-1 / (2 * n)) (mul_pos hm hn)).congr' ?_
    filter_upwards [self_mem_nhdsWithin] with t ht
    exact (bondOrder_power hβ hc (Set.mem_Ioi.mp ht).le).symm
  -- continuity and the limit of the slopes give the one-sided derivative
  exact hasDerivWithinAt_Ici_of_tendsto_deriv (s := Set.Ioi 0)
    (fun t ht => (hasDerivAt_bondOrder_power hβ hn hc
      ht).differentiableAt.differentiableWithinAt)
    hcont self_mem_nhdsWithin ((slope_tendsto_zero_iff hβ hn hc hm).mpr hmn)

end

end TersoffBondOrderOnset
```

So far the slopes were taken at $t>0$ and followed towards the onset. This theorem concerns the point $t=0$. `HasDerivWithinAt f 0 (Set.Ici 0) 0` says that $f$ has derivative 0 at the point 0 when only $t\ge0$ is considered; the first `0` is the derivative and the last is the point.

By hand, set $f(t)=b(c\,t^m)$. Since $mn>0$, we have $f(0)=1$, and $f(t)\to1$ as $t$ decreases to 0, so $f$ is continuous there from the right. The mean value theorem gives, for each $t>0$, some $\xi$ with $0<\xi<t$ and

$$\frac{f(t)-f(0)}{t} = f'(\xi) .$$

As $t\to0$, so does $\xi$, and $f'(\xi)\to0$ because $mn>1$. The difference quotient therefore tends to 0.

In the proof, `h0` is the value at the onset and `hcont` is the continuity. The Mathlib theorem `hasDerivWithinAt_Ici_of_tendsto_deriv` then does the work of the mean value argument, with the limit of the slopes supplied by `slope_tendsto_zero_iff`.

Physically, the coordination is zero beyond the cutoff and the bond order is constantly 1, so a zero right-hand derivative is what a smooth join requires. That outer branch is not part of the Lean function, which follows the power law only. The model also keeps $c$ fixed and lets a single atom enter an empty neighbourhood. It treats neither the full many-atom force nor a cutoff function that follows a power law only to leading order.

```lean
#print axioms TersoffBondOrderOnset.deriv_bondOrder_tendsto_atBot
-- 'TersoffBondOrderOnset.deriv_bondOrder_tendsto_atBot' depends on axioms: [propext, Classical.choice, Quot.sound]
#print axioms TersoffBondOrderOnset.slope_tendsto_zero_iff
-- 'TersoffBondOrderOnset.slope_tendsto_zero_iff' depends on axioms: [propext, Classical.choice, Quot.sound]
#print axioms TersoffBondOrderOnset.hasDerivWithinAt_onset
-- 'TersoffBondOrderOnset.hasDerivWithinAt_onset' depends on axioms: [propext, Classical.choice, Quot.sound]
```
